# The change in indirect energy on mixing ensembles, as a sum over pairs of component densities

To obtain the indirect energy of an averaged state from separately computed components, such as the members of a degenerate ground level, one averages the component values and adds a correction. For a lattice model with a density–density interaction and finitely many configurations, that correction follows from the component densities, the mixing weights and the interaction.

## Sites, configurations and ensembles

The finite types `ι`, `Ω` and `K` label sites, configurations and components of the mixture.

```lean
import Mathlib

open Matrix Finset

namespace IndirectEnergyMixing

noncomputable section

variable {ι Ω K : Type*} [Fintype ι] [Fintype Ω] [Fintype K]
```

Let $w$ be a real site matrix, not assumed symmetric, and write $\langle x,y\rangle=\sum_i x_iy_i$. The form $\langle x,wx\rangle$ is `repulsion w x`.

```lean
/-- The quadratic form `⟨x, w x⟩` of the site interaction `w`. -/
def repulsion (w : Matrix ι ι ℝ) (x : ι → ℝ) : ℝ := x ⬝ᵥ w *ᵥ x
```

Occupations $x$ have the pair energy $e(x)=\frac12\left(\langle x,wx\rangle-\sum_i w_{ii}x_i\right)$. For symmetric $w$ and integer occupations this is $\sum_{i<j}w_{ij}x_ix_j+\frac12\sum_i w_{ii}x_i(x_i-1)$, so no particle interacts with itself.

```lean
/-- Interaction energy of the particle pairs in a configuration with occupations `x`. -/
def pairEnergy (w : Matrix ι ι ℝ) (x : ι → ℝ) : ℝ :=
  (repulsion w x - ∑ i, w i i * x i) / 2
```

Configuration $\omega$ has occupations $N(\omega)$ and weight $P(\omega)$. The density is $n_i[P]=\sum_\omega P(\omega)N_i(\omega)$. For a quantum state, $P(\omega)$ is the probability of finding the configuration $\omega$; coherences between configurations do not enter.

```lean
/-- Mean occupation of each site when configuration `ω` has weight `P ω`. -/
def density (N : Ω → ι → ℝ) (P : Ω → ℝ) : ι → ℝ := fun i => ∑ ω, P ω * N ω i
```

The indirect energy is $I[P]=\sum_\omega P(\omega)\,e(N(\omega))-\frac12\langle n[P],w\,n[P]\rangle$. The subtracted term is the Hartree energy of the density.

```lean
/-- Indirect energy: the mean pair energy minus the classical energy of the mean density. -/
def indirectEnergy (w : Matrix ι ι ℝ) (N : Ω → ι → ℝ) (P : Ω → ℝ) : ℝ :=
  ∑ ω, P ω * pairEnergy w (N ω) - repulsion w (density N P) / 2
```

Drawing component $k$ with probability $p_k$ gives $P_{\rm mix}(\omega)=\sum_k p_kP_k(\omega)$. All components share one `Ω`, which can be the union of their configurations. The Lean weights and occupations are arbitrary real numbers, with probabilities and integer occupations as special cases.

```lean
/-- The ensemble obtained by drawing component `k` with probability `p k`. -/
def mixture (p : K → ℝ) (P : K → Ω → ℝ) : Ω → ℝ := fun ω => ∑ k, p k * P k ω
```

## (a) The mean of an observable

Show that for any function $f$ of the configuration
$$\sum_\omega P_{\rm mix}(\omega)f(\omega)=\sum_k p_k\sum_\omega P_k(\omega)f(\omega).$$

**Solution.** Insert the definition of $P_{\rm mix}$ and exchange the two finite sums. The exchange is `Finset.sum_comm`.

```lean
/-- The mean of an observable in a mixture is the weighted sum of its component means. -/
theorem mean_mixture (p : K → ℝ) (P : K → Ω → ℝ) (f : Ω → ℝ) :
    ∑ ω, mixture p P ω * f ω = ∑ k, p k * ∑ ω, P k ω * f ω := by
  simp only [mixture, Finset.sum_mul, Finset.mul_sum]
  rw [Finset.sum_comm]
  exact Finset.sum_congr rfl fun k _ => Finset.sum_congr rfl fun ω _ => by ring
```

## (b) The density of the mixture

Show that, with $n_k=n[P_k]$,
$$n[P_{\rm mix}]=\sum_k p_kn_k.$$

**Solution.** Apply (a) to $f(\omega)=N_i(\omega)$ at each site $i$.

```lean
omit [Fintype ι] in
/-- The density of a mixture is the weighted sum of the component densities. -/
theorem density_mixture (N : Ω → ι → ℝ) (p : K → ℝ) (P : K → Ω → ℝ) :
    density N (mixture p P) = ∑ k, p k • density N (P k) := by
  ext i
  simp only [Finset.sum_apply, Pi.smul_apply, smul_eq_mul]
  exact mean_mixture p P fun ω => N ω i
```

## (c) The form of a difference

Expand the quadratic form of $x-y$:
$$\langle x-y,w(x-y)\rangle=\langle x,wx\rangle+\langle y,wy\rangle-\langle x,wy\rangle-\langle y,wx\rangle.$$

**Solution.** Use linearity in each slot. Writing the last two terms as $-2\langle x,wy\rangle$ would be wrong for a general $w$, because it uses symmetry. Kept separate, they make that assumption unnecessary throughout.

```lean
/-- The quadratic form of a density difference, expanded into direct and cross terms. -/
theorem repulsion_sub (w : Matrix ι ι ℝ) (x y : ι → ℝ) :
    repulsion w (x - y) = repulsion w x + repulsion w y - x ⬝ᵥ w *ᵥ y - y ⬝ᵥ w *ᵥ x := by
  simp only [repulsion, Matrix.mulVec_sub, sub_dotProduct, dotProduct_sub]
  ring
```

## (d) From a double sum to pairs

Let $f(k,l)=f(l,k)$ and $f(k,k)=0$, with the labels in some linear order. Show that
$$\sum_{k,l}f(k,l)=2\sum_{k<l}f(k,l).$$

**Solution.** Split the sum into $k<l$, $k=l$ and $l<k$, as `lt_trichotomy` does. The diagonal vanishes. Exchanging the names $k$ and $l$ turns the third part into the first, which is `hsw`.

```lean
/-- A symmetric double sum with vanishing diagonal is twice the sum over the pairs with `k < l`. -/
theorem sum_eq_two_mul_pairs [LinearOrder K] (f : K → K → ℝ)
    (hs : ∀ k l, f k l = f l k) (hd : ∀ k, f k k = 0) :
    ∑ k, ∑ l, f k l = 2 * ∑ k, ∑ l with k < l, f k l := by
  simp only [Finset.sum_filter]
  have hsw : ∑ k, ∑ l, (if l < k then f k l else 0)
      = ∑ k, ∑ l, (if k < l then f k l else 0) := by
    rw [Finset.sum_comm]
    exact Finset.sum_congr rfl fun a _ => Finset.sum_congr rfl fun b _ => by rw [hs b a]
  calc ∑ k, ∑ l, f k l
      = ∑ k, ∑ l, ((if k < l then f k l else 0) + (if l < k then f k l else 0)) := by
        refine Finset.sum_congr rfl fun k _ => Finset.sum_congr rfl fun l _ => ?_
        rcases lt_trichotomy k l with h | h | h
        · simp [h, lt_asymm h]
        · subst h
          simp [hd]
        · simp [h, lt_asymm h]
    _ = _ := by
        simp only [Finset.sum_add_distrib]
        rw [hsw]
        ring
```

## (e) The variance of the component vectors

Let $\sum_kp_k=1$, $\bar n=\sum_kp_kv_k$ and $S=\sum_kp_k\langle v_k,wv_k\rangle$. Show that
$$S-\langle\bar n,w\bar n\rangle=\sum_{k<l}p_kp_l\langle v_k-v_l,w(v_k-v_l)\rangle.$$

**Solution.** By (c), summing over $l$ at fixed $k$ gives
$$\sum_l p_kp_l\langle v_k-v_l,w(v_k-v_l)\rangle=p_k\left(\langle v_k,wv_k\rangle+S-\langle v_k,w\bar n\rangle-\langle\bar n,wv_k\rangle\right).$$
Summing over $k$ gives $2(S-\langle\bar n,w\bar n\rangle)$. The summand is symmetric in $k,l$ and vanishes on the diagonal, so (d) turns the double sum into twice the pair sum; divide by 2.

In the code, `hL` and `hR` average over either slot of the form, `inner` and `total` are the two summations, and `pairs` applies (d).

```lean
/-- The weighted variance of vectors `v k` in the form `w` is a sum over pairs of vectors. -/
theorem variance_eq_pairs [LinearOrder K] (w : Matrix ι ι ℝ) (p : K → ℝ)
    (hp : ∑ k, p k = 1) (v : K → ι → ℝ) :
    ∑ k, p k * repulsion w (v k) - repulsion w (∑ k, p k • v k)
      = ∑ k, ∑ l with k < l, p k * p l * repulsion w (v k - v l) := by
  obtain ⟨n, hn⟩ : ∃ n, n = ∑ k, p k • v k := ⟨_, rfl⟩
  obtain ⟨S, hS⟩ : ∃ S, S = ∑ k, p k * repulsion w (v k) := ⟨_, rfl⟩
  rw [← hn, ← hS]
  -- the mean vector may be averaged in either slot of the form
  have hL : ∀ y, n ⬝ᵥ y = ∑ k, p k * (v k ⬝ᵥ y) := by
    intro y
    rw [hn]
    simp only [dotProduct, Finset.sum_apply, Pi.smul_apply, smul_eq_mul, Finset.sum_mul,
      Finset.mul_sum]
    rw [Finset.sum_comm]
    exact Finset.sum_congr rfl fun k _ => Finset.sum_congr rfl fun i _ => by ring
  have hR : ∀ x, x ⬝ᵥ w *ᵥ n = ∑ k, p k * (x ⬝ᵥ w *ᵥ v k) := by
    intro x
    rw [Matrix.dotProduct_mulVec, dotProduct_comm, hL]
    refine Finset.sum_congr rfl fun k _ => ?_
    rw [Matrix.dotProduct_mulVec, dotProduct_comm (v k)]
  have hc : ∀ a : ℝ, ∑ k, p k * a = a := fun a => by rw [← Finset.sum_mul, hp, one_mul]
  have inner : ∀ k, ∑ l, p k * p l * repulsion w (v k - v l)
      = p k * (repulsion w (v k) + S - v k ⬝ᵥ w *ᵥ n - n ⬝ᵥ w *ᵥ v k) := by
    intro k
    rw [hR (v k), hL (w *ᵥ v k), hS, ← hc (repulsion w (v k)), ← Finset.sum_add_distrib,
      ← Finset.sum_sub_distrib, ← Finset.sum_sub_distrib, Finset.mul_sum]
    refine Finset.sum_congr rfl fun l _ => ?_
    rw [repulsion_sub]
    ring
  have total : ∑ k, ∑ l, p k * p l * repulsion w (v k - v l) = 2 * (S - repulsion w n) := by
    have e1 := hL (w *ᵥ n)
    have e2 := hR n
    have e3 : repulsion w n = n ⬝ᵥ w *ᵥ n := rfl
    have e4 := hc S
    simp only [inner, mul_sub, mul_add, Finset.sum_sub_distrib, Finset.sum_add_distrib]
    linarith
  have pairs := sum_eq_two_mul_pairs (fun k l => p k * p l * repulsion w (v k - v l))
    (fun k l => by rw [repulsion_sub, repulsion_sub]; ring) (fun k => by simp [repulsion])
  linarith
```

## (f) The indirect energy of the mixture

For $\sum_kp_k=1$, show that
$$I[P_{\rm mix}]-\sum_kp_kI[P_k]=\frac12\sum_{k<l}p_kp_l\langle n_k-n_l,w(n_k-n_l)\rangle.$$

**Solution.** By (a) with $f(\omega)=e(N(\omega))$, the mean pair energies cancel. By (b), what remains is
$$\frac12\left(\sum_kp_k\langle n_k,wn_k\rangle-\Big\langle\sum_kp_kn_k,\;w\sum_kp_kn_k\Big\rangle\right),$$
and (e) with $v_k=n_k$ finishes the derivation.

A program that stores the densities $n_k$ can evaluate the right-hand side in a loop over $k<l$, and compare it with the last display as a consistency test. If the loop runs over all $k$ and $l$, the prefactor is $\frac14$.

```lean
/-- Mixing ensembles changes the indirect energy, relative to the weighted component values,
by half the weighted sum over pairs of the quadratic form of the density differences. -/
theorem indirectEnergy_mixture [LinearOrder K] (w : Matrix ι ι ℝ) (N : Ω → ι → ℝ)
    (p : K → ℝ) (hp : ∑ k, p k = 1) (P : K → Ω → ℝ) :
    indirectEnergy w N (mixture p P) - ∑ k, p k * indirectEnergy w N (P k)
      = 1 / 2 * ∑ k, ∑ l with k < l,
          p k * p l * repulsion w (density N (P k) - density N (P l)) := by
  rw [← variance_eq_pairs w p hp fun k => density N (P k)]
  have hhalf : ∑ k, p k * (repulsion w (density N (P k)) / 2)
      = (∑ k, p k * repulsion w (density N (P k))) / 2 := by
    rw [Finset.sum_div]
    exact Finset.sum_congr rfl fun k _ => by ring
  -- the mean pair energies cancel by linearity
  unfold indirectEnergy
  rw [mean_mixture, density_mixture]
  simp only [mul_sub, Finset.sum_sub_distrib]
  linarith
```

## (g) The sign of the change

Suppose $\langle x,wx\rangle\ge0$ for all $x$, $p_k\ge0$ and $\sum_kp_k=1$. Show that
$$\sum_kp_kI[P_k]\le I[P_{\rm mix}].$$

**Solution.** Every term on the right of (f) is nonnegative. The condition on $w$ says that no pattern of density changes has negative classical energy. Purely on-site repulsion satisfies it; a repulsion between two neighbouring sites with no on-site term does not.

```lean
/-- For an interaction with nonnegative quadratic form, the indirect energy of a mixture is
at least the weighted sum of the component indirect energies. -/
theorem indirectEnergy_concave [LinearOrder K] (w : Matrix ι ι ℝ)
    (hw : ∀ x, 0 ≤ repulsion w x) (N : Ω → ι → ℝ) (p : K → ℝ) (hp0 : ∀ k, 0 ≤ p k)
    (hp : ∑ k, p k = 1) (P : K → Ω → ℝ) :
    ∑ k, p k * indirectEnergy w N (P k) ≤ indirectEnergy w N (mixture p P) := by
  have h := indirectEnergy_mixture w N p hp P
  have h0 : 0 ≤ ∑ k, ∑ l with k < l,
      p k * p l * repulsion w (density N (P k) - density N (P l)) :=
    Finset.sum_nonneg fun k _ => Finset.sum_nonneg fun l _ =>
      mul_nonneg (mul_nonneg (hp0 k) (hp0 l)) (hw _)
  linarith
```

## (h) Two components

For ensembles $P$, $Q$ and real $t$, show that
$$I[(1-t)P+tQ]-(1-t)I[P]-tI[Q]=\frac{t(1-t)}2\langle d,wd\rangle,\qquad d=n[P]-n[Q].$$

**Solution.** Use (f) with weights $1-t$ and $t$, which sum to 1, entered as `![1 - t, t]`; there is one pair.

As an example, take one particle on the left or right of two sites with on-site repulsion $U$. Each component has $I=-U/2$. The equal mixture has density $(\frac12,\frac12)$ and $I=-U/4$. The formula gives the same change, $\frac18\cdot2U=U/4$.

```lean
/-- The indirect energy of a mixture with weights `1 - t` and `t` differs from the average indirect
energy by `t (1 - t) / 2` times the quadratic form of their density difference. -/
theorem indirectEnergy_two (w : Matrix ι ι ℝ) (N : Ω → ι → ℝ) (P Q : Ω → ℝ) (t : ℝ) :
    indirectEnergy w N (fun ω => (1 - t) * P ω + t * Q ω)
        - ((1 - t) * indirectEnergy w N P + t * indirectEnergy w N Q)
      = t * (1 - t) / 2 * repulsion w (density N P - density N Q) := by
  have h := indirectEnergy_mixture w N ![1 - t, t] (by simp [Fin.sum_univ_two]) ![P, Q]
  have hm : mixture ![1 - t, t] ![P, Q] = fun ω => (1 - t) * P ω + t * Q ω := by
    ext ω
    simp [mixture, Fin.sum_univ_two]
  have h01 : (0 : Fin 2) < 1 := by decide
  have h10 : ¬ (1 : Fin 2) < 0 := by decide
  rw [hm] at h
  simp only [Finset.sum_filter, Fin.sum_univ_two, Matrix.cons_val_zero, Matrix.cons_val_one,
    Matrix.cons_val_fin_one, h01, h10, lt_self_iff_false, if_true, if_false] at h
  linear_combination h
```

## (i) When the change vanishes

Let $\langle x,wx\rangle>0$ for every $x\ne0$, so that every nonzero density change has positive classical energy, and let $0<t<1$. Show that
$$I[(1-t)P+tQ]=(1-t)I[P]+tI[Q]\iff n[P]=n[Q].$$

**Solution.** In (h) the factor $t(1-t)/2$ is positive, so the change vanishes exactly when $\langle d,wd\rangle=0$, that is, when $d=0$. The distributions $P$ and $Q$ may still differ. The code argues by contradiction in the forward direction and substitutes $d=0$ in the other.

```lean
/-- For an interaction with positive definite quadratic form, a proper mixture of two ensembles
has the average indirect energy exactly when the two densities agree. -/
theorem indirectEnergy_two_eq_iff (w : Matrix ι ι ℝ) (hw : ∀ x, x ≠ 0 → 0 < repulsion w x)
    (N : Ω → ι → ℝ) (P Q : Ω → ℝ) (t : ℝ) (h0 : 0 < t) (h1 : t < 1) :
    indirectEnergy w N (fun ω => (1 - t) * P ω + t * Q ω)
        = (1 - t) * indirectEnergy w N P + t * indirectEnergy w N Q
      ↔ density N P = density N Q := by
  have h := indirectEnergy_two w N P Q t
  constructor
  · intro heq
    by_contra hne
    have h2 := mul_pos (mul_pos h0 (sub_pos.2 h1)) (hw _ (sub_ne_zero.2 hne))
    linarith
  · intro hd
    have hz : repulsion w (density N P - density N Q) = 0 := by simp [hd, repulsion]
    rw [hz, mul_zero] at h
    linarith

end

end IndirectEnergyMixing
```

```lean
#print axioms IndirectEnergyMixing.indirectEnergy_mixture
#print axioms IndirectEnergyMixing.indirectEnergy_concave
#print axioms IndirectEnergyMixing.indirectEnergy_two_eq_iff
```

```
'IndirectEnergyMixing.indirectEnergy_mixture' depends on axioms: [propext, Classical.choice, Quot.sound]
'IndirectEnergyMixing.indirectEnergy_concave' depends on axioms: [propext, Classical.choice, Quot.sound]
'IndirectEnergyMixing.indirectEnergy_two_eq_iff' depends on axioms: [propext, Classical.choice, Quot.sound]
```
